# Catalan numbers in the perturbation series of a two-level coupled-cluster amplitude

## One reference level, one excited level

A reference level couples to a single excited level. Perturbation theory expands the ground state in powers of the coupling, whereas coupled-cluster theory encodes it in an amplitude that satisfies a nonlinear equation. What does that amplitude contain at each order of perturbation theory?

Put the reference energy at zero and measure energies in units of the gap between the uncoupled levels. With \(x\) the coupling divided by the gap, the Hamiltonian is

\[
H=\begin{pmatrix}0&x\\x&1\end{pmatrix}.
\]

The cluster operator \(T\) takes the reference to the excited level with amplitude \(t\). Since \(T^2=0\), its exponential stops at first order:

\[
T=\begin{pmatrix}0&0\\t&0\end{pmatrix},\qquad
e^{T}=\begin{pmatrix}1&0\\t&1\end{pmatrix}.
\]

Multiplying first on the right and then on the left gives

\[
He^{T}=\begin{pmatrix}xt&x\\x+t&1\end{pmatrix},\qquad
e^{-T}He^{T}=\begin{pmatrix}xt&x\\x+t-xt^2&1-xt\end{pmatrix}.
\]

The coupled-cluster condition, also called the projected equation, sets the lower left entry, excited row and reference column, to zero. This is the amplitude equation

\[
t=-x+xt^2 .
\]

The upper right entry remains \(x\), so for nonzero coupling the transformed matrix is not symmetric when this equation holds.

## The amplitude at every order

The Catalan numbers \(C_n\) are defined by \(C_0=1\) and \(C_{n+1}=\sum_{i=0}^{n}C_iC_{n-i}\), so they begin 1, 1, 2, 5. The theorem `amplitude_catalan` says that exactly one formal power series with rational coefficients solves the amplitude equation. For every \(n\ge 0\), its coefficient of \(x^{2n}\) is zero and its coefficient of \(x^{2n+1}\) is \((-1)^{n+1}C_n\):

\[
t=-x+x^3-2x^5+5x^7-\cdots
\]

In Lean, `ℚ⟦X⟧` is the ring of these series and `X` is the coupling \(x\). Indices 0 and 1 of `Fin 2` are the reference and excited levels, so `transformed t 1 0` is the entry that must vanish. The symbol `∃!` expresses existence and uniqueness, and `coeff k t` is the coefficient of \(x^k\). The exponential in `transformed` is `IsNilpotent.exp`, the finite exponential sum of a nilpotent element.

Two further theorems concern the state and its energy. `coupledCluster_exact` says that if the projected equation holds, \((1,t)\) is an eigenvector of \(H\) with eigenvalue `transformed t 0 0`. `energy_catalan` gives the coefficients of that eigenvalue.

The statements concern formal series, so they say nothing about convergence at a numerical coupling. The model has one amplitude and no coupling between different excitations. Within this two-level restriction, the result shows how a single nonlinear coupled-cluster equation contains all orders of the perturbation series.

## Comparing coefficients

Let \(a_k\) be the proposed coefficients, \(a_{2n}=0\) and \(a_{2n+1}=(-1)^{n+1}C_n\), and let \(A=\sum_k a_kx^k\). In \(A^2\), only products of two odd orders survive. The coefficient of \(x^{2n+2}\) is therefore

\[
\sum_{i=0}^{n}a_{2i+1}a_{2(n-i)+1}
=\sum_{i=0}^{n}(-1)^{(i+1)+(n-i+1)}C_iC_{n-i}
=(-1)^{n+2}C_{n+1}.
\]

Now compare \(A\) with \(-x+xA^2\):

- At order 0 both sides vanish.
- At order 1 the right side gives \(-1+a_0^2=-1\), which is \(a_1\).
- At order \(2n+3\) the right side gives \((-1)^{n+2}C_{n+1}\), which is \(a_{2n+3}\).
- At order \(2m+2\) the right side needs the coefficient of \(x^{2m+1}\) in \(A^2\). Two orders with an odd sum include an even one, so every product vanishes, in agreement with \(a_{2m+2}=0\).

Thus \(A\) is a solution. If \(t\) and \(s\) are two solutions, subtracting their equations gives \(t-s=x(t^2-s^2)\), or

\[
(t-s)\bigl(1-x(t+s)\bigr)=0 .
\]

The second factor has constant term 1, so it is not zero. A product of two nonzero power series over \(\mathbb Q\) is nonzero, hence \(t=s\).

## The state and its energy

Acting on the coupled-cluster state gives \(H(1,t)^{\mathsf T}=(xt,\;x+t)^{\mathsf T}\). The amplitude equation turns \(x+t\) into \(xt^2\), so the result is \(xt\,(1,t)^{\mathsf T}\). The energy is

\[
E=xt=-x^2+x^4-2x^6+5x^8-\cdots
\]

It has no term of order zero or of odd order, and its coefficient at order \(2n+2\) is \((-1)^{n+1}C_n\). The state has reference component 1; the normalised state is \((1,t)/\sqrt{1+t^2}\).

## Uniqueness belongs to series, not to numbers

It would be wrong to carry the uniqueness claim over to a fixed real coupling. For real \(x\neq0\), the amplitude equation is a quadratic with two real roots,

\[
t_\pm=\frac{1\pm\sqrt{1+4x^2}}{2x}.
\]

The root \(t_-\) belongs to the ground state and tends to zero with \(x\). The root \(t_+\) belongs to the upper state and grows like \(1/x\), so it has no expansion in nonnegative powers of \(x\). The choice of `ℚ⟦X⟧` as the home of \(t\) is what excludes it.

## Orders gained by iteration

A coupled-cluster calculation commonly keeps the product of each amplitude and its energy denominator on one side of the equation, evaluates all other terms, linear and nonlinear, with the current amplitudes, and divides by the denominator. Here the denominator is the unit gap, and the update is \(t\mapsto -x+xt^2\). Starting from zero, the first three iterates are

\[
-x,\qquad -x+x^3,\qquad -x+x^3-2x^5+x^7 .
\]

The third is correct through order 6; its coefficient at order 7 is 1 where the solution has 5. At \(x=0.1\) the iterates are \(-0.1\), \(-0.099\) and \(-0.0990199\), and the root they approach is about \(-0.0990195\). The corresponding energy is about \(-0.00990195\) in units of the gap.

## The Lean file

```lean
import Mathlib

open PowerSeries
open scoped Matrix

namespace TwoLevelCoupledCluster

noncomputable section

/-- The two-level Hamiltonian with unit gap and coupling `x`, over rational formal power series
in `x`. -/
def hamiltonian : Matrix (Fin 2) (Fin 2) ℚ⟦X⟧ := !![0, X; X, 1]

/-- The cluster operator, which takes the reference level to the excited level with
amplitude `t`. -/
def cluster (t : ℚ⟦X⟧) : Matrix (Fin 2) (Fin 2) ℚ⟦X⟧ := !![0, 0; t, 0]

/-- The similarity-transformed Hamiltonian `exp(-T) H exp(T)`. -/
def transformed (t : ℚ⟦X⟧) : Matrix (Fin 2) (Fin 2) ℚ⟦X⟧ :=
  IsNilpotent.exp (-cluster t) * hamiltonian * IsNilpotent.exp (cluster t)

/-- The signed Catalan numbers placed at the odd orders, with zeros at the even orders. -/
def amplitudeCoeff (k : ℕ) : ℚ :=
  if k % 2 = 0 then 0 else (-1) ^ (k / 2 + 1) * (catalan (k / 2) : ℚ)

/-- The power series in the coupling whose coefficients are `amplitudeCoeff`. -/
def amplitudeSeries : ℚ⟦X⟧ := PowerSeries.mk amplitudeCoeff

/-- The four matrix elements of the similarity-transformed Hamiltonian. -/
theorem transformed_eq (t : ℚ⟦X⟧) :
    transformed t = !![X * t, X; X + t - X * t ^ 2, 1 - X * t] := by
  -- the cluster operator squares to zero, so its exponential stops at first order
  have hexp : ∀ s : ℚ⟦X⟧, IsNilpotent.exp (cluster s) = !![1, 0; s, 1] := by
    intro s
    have h : cluster s ^ 2 = 0 := by
      rw [pow_two]
      refine Matrix.ext fun i j => ?_
      fin_cases i <;> fin_cases j <;>
        simp [cluster, Matrix.mul_apply, Fin.sum_univ_succ]
    rw [IsNilpotent.exp_eq_sum h]
    simp [Finset.sum_range_succ, cluster, Matrix.one_fin_two]
  have hneg : -cluster t = cluster (-t) := by
    simp [cluster]
  rw [transformed, hneg, hexp, hexp]
  refine Matrix.ext fun i j => ?_
  fin_cases i <;> fin_cases j <;>
    simp [hamiltonian, Matrix.mul_apply, Fin.sum_univ_succ] <;> ring

/-- The entry of the transformed Hamiltonian in the excited row and reference column is zero exactly
when the amplitude equation `t = -x + x t²` holds. -/
theorem projection_iff (t : ℚ⟦X⟧) :
    transformed t 1 0 = 0 ↔ t = -X + X * t ^ 2 := by
  rw [transformed_eq]
  change X + t - X * t ^ 2 = 0 ↔ _
  constructor
  · intro h
    linear_combination h
  · intro h
    linear_combination h

/-- `amplitudeCoeff` vanishes at order `2n` and is `(-1)^(n+1)` times the `n`-th Catalan number
at order `2n+1`. -/
theorem amplitudeCoeff_parity (n : ℕ) :
    amplitudeCoeff (2 * n) = 0 ∧
      amplitudeCoeff (2 * n + 1) = (-1) ^ (n + 1) * (catalan n : ℚ) := by
  constructor
  · simp [amplitudeCoeff]
  · have h : (2 * n + 1) / 2 = n := by omega
    unfold amplitudeCoeff
    rw [if_neg (by omega), h]

/-- The order `2n+2` coefficient of the squared amplitude series is a signed Catalan number. -/
theorem amplitudeCoeff_convolution (n : ℕ) :
    coeff (2 * n + 2) (amplitudeSeries ^ 2) =
      (-1) ^ (n + 2) * (catalan (n + 1) : ℚ) := by
  -- a sum whose even terms vanish runs over the odd terms only
  have hodd : ∀ f : ℕ → ℚ, (∀ k, f (2 * k) = 0) → ∀ m : ℕ,
      ∑ k ∈ Finset.range (2 * m + 1), f k = ∑ i ∈ Finset.range m, f (2 * i + 1) := by
    intro f hf m
    induction m with
    | zero => simpa using hf 0
    | succ m ih =>
      rw [show 2 * (m + 1) + 1 = 2 * m + 1 + 1 + 1 by ring,
        Finset.sum_range_succ _ (2 * m + 1 + 1), Finset.sum_range_succ _ (2 * m + 1), ih,
        Finset.sum_range_succ _ m, show 2 * m + 1 + 1 = 2 * (m + 1) by ring, hf, add_zero]
  have hcat : (catalan (n + 1) : ℚ) =
      ∑ i ∈ Finset.range (n + 1), (catalan i : ℚ) * (catalan (n - i) : ℚ) := by
    rw [catalan_succ', Finset.Nat.sum_antidiagonal_eq_sum_range_succ_mk]
    simp
  rw [pow_two, coeff_mul, Finset.Nat.sum_antidiagonal_eq_sum_range_succ_mk, hcat,
    Finset.mul_sum]
  simp only [amplitudeSeries, coeff_mk]
  refine (hodd (fun k => amplitudeCoeff k * amplitudeCoeff (2 * n + 2 - k))
    (fun k => by simp [(amplitudeCoeff_parity k).1]) (n + 1)).trans ?_
  refine Finset.sum_congr rfl fun i hi => ?_
  have hi' : i ≤ n := by
    have := Finset.mem_range.mp hi
    omega
  change amplitudeCoeff (2 * i + 1) * amplitudeCoeff (2 * n + 2 - (2 * i + 1)) = _
  rw [show 2 * n + 2 - (2 * i + 1) = 2 * (n - i) + 1 by omega,
    (amplitudeCoeff_parity i).2, (amplitudeCoeff_parity (n - i)).2]
  have hsign : (-1 : ℚ) ^ (n + 2) = (-1) ^ (i + 1) * (-1) ^ (n - i + 1) := by
    rw [← pow_add]
    congr 1
    omega
  rw [hsign]
  ring

/-- The signed Catalan series solves the amplitude equation. -/
theorem amplitudeSeries_solves :
    amplitudeSeries = -X + X * amplitudeSeries ^ 2 := by
  ext k
  rcases k with _ | k
  · rw [map_add, map_neg, coeff_zero_X, coeff_zero_X_mul, amplitudeSeries, coeff_mk]
    simp [amplitudeCoeff]
  · have hc : coeff (k + 1) amplitudeSeries = amplitudeCoeff (k + 1) := coeff_mk _ _
    rw [map_add, map_neg, coeff_succ_X_mul, coeff_X, hc]
    rcases Nat.even_or_odd' k with ⟨m, rfl | rfl⟩
    · cases m with
      | zero =>
        have h0 : coeff (2 * 0) (amplitudeSeries ^ 2) = 0 := by
          rw [pow_two, coeff_mul, Finset.Nat.sum_antidiagonal_eq_sum_range_succ_mk]
          simp only [amplitudeSeries, coeff_mk]
          simp [amplitudeCoeff]
        rw [h0]
        simp [amplitudeCoeff]
      | succ m =>
        rw [show 2 * (m + 1) = 2 * m + 2 by ring, amplitudeCoeff_convolution,
          if_neg (by omega), show 2 * m + 2 + 1 = 2 * (m + 1) + 1 by ring,
          (amplitudeCoeff_parity (m + 1)).2]
        ring
    · -- two orders with an odd sum include an even one
      have hs : coeff (2 * m + 1) (amplitudeSeries ^ 2) = 0 := by
        rw [pow_two, coeff_mul, Finset.Nat.sum_antidiagonal_eq_sum_range_succ_mk]
        simp only [amplitudeSeries, coeff_mk]
        refine Finset.sum_eq_zero fun i hi => ?_
        have hi' := Finset.mem_range.mp hi
        rcases Nat.even_or_odd' i with ⟨j, h | h⟩
        · rw [h, (amplitudeCoeff_parity j).1, zero_mul]
        · rw [show 2 * m + 1 - i = 2 * (m - j) by omega,
            (amplitudeCoeff_parity (m - j)).1, mul_zero]
      rw [hs, if_neg (by omega), show 2 * m + 1 + 1 = 2 * (m + 1) by ring,
        (amplitudeCoeff_parity (m + 1)).1]
      simp

/-- Two formal power series that solve the amplitude equation are equal. -/
theorem amplitude_unique {t s : ℚ⟦X⟧} (ht : t = -X + X * t ^ 2)
    (hs : s = -X + X * s ^ 2) : t = s := by
  have h : (t - s) * (1 - X * (t + s)) = 0 := by
    linear_combination ht - hs
  rcases mul_eq_zero.mp h with h | h
  · exact sub_eq_zero.mp h
  · -- the second factor has constant term one
    have h0 := congrArg PowerSeries.constantCoeff h
    simp at h0

/-- The amplitude equation `t = -x + x t²` has exactly one formal power series solution. Its even
coefficients vanish, and its coefficient of `x^(2n+1)` is `(-1)^(n+1)` times the `n`-th Catalan
number. -/
theorem amplitude_catalan :
    (∃! t : ℚ⟦X⟧, t = -X + X * t ^ 2) ∧
      ∀ t : ℚ⟦X⟧, t = -X + X * t ^ 2 → ∀ n : ℕ,
        coeff (2 * n) t = 0 ∧
          coeff (2 * n + 1) t = (-1) ^ (n + 1) * (catalan n : ℚ) := by
  refine ⟨⟨amplitudeSeries, amplitudeSeries_solves,
    fun s hs => amplitude_unique hs amplitudeSeries_solves⟩, fun t ht n => ?_⟩
  rw [amplitude_unique ht amplitudeSeries_solves, amplitudeSeries, coeff_mk, coeff_mk]
  exact amplitudeCoeff_parity n

/-- If the projected equation holds, the state `(1, t)` is an eigenvector of the Hamiltonian, and
its energy is the reference element of the transformed Hamiltonian. -/
theorem coupledCluster_exact (t : ℚ⟦X⟧) (h : transformed t 1 0 = 0) :
    hamiltonian *ᵥ ![1, t] = transformed t 0 0 • ![1, t] := by
  have ht := (projection_iff t).mp h
  have hE : transformed t 0 0 = X * t := by
    rw [transformed_eq]
    rfl
  rw [hE]
  funext i
  fin_cases i
  · simp [hamiltonian, Matrix.mulVec, dotProduct, Fin.sum_univ_succ]
  · simp [hamiltonian, Matrix.mulVec, dotProduct, Fin.sum_univ_succ]
    linear_combination ht

/-- If the projected equation holds, the coupled-cluster energy has no term of order zero or of odd
order, and its coefficient at order `2n+2` is `(-1)^(n+1)` times the `n`-th Catalan number. -/
theorem energy_catalan (t : ℚ⟦X⟧) (h : transformed t 1 0 = 0) :
    coeff 0 (transformed t 0 0) = 0 ∧ ∀ n : ℕ,
      coeff (2 * n + 1) (transformed t 0 0) = 0 ∧
        coeff (2 * n + 2) (transformed t 0 0) = (-1) ^ (n + 1) * (catalan n : ℚ) := by
  have hE : transformed t 0 0 = X * t := by
    rw [transformed_eq]
    rfl
  rw [hE]
  refine ⟨coeff_zero_X_mul t, fun n => ?_⟩
  -- multiplication by the coupling raises every order by one
  rw [show 2 * n + 2 = (2 * n + 1) + 1 from rfl, coeff_succ_X_mul, coeff_succ_X_mul]
  exact amplitude_catalan.2 t ((projection_iff t).mp h) n

end

end TwoLevelCoupledCluster
```

```lean
#print axioms TwoLevelCoupledCluster.amplitude_catalan
#print axioms TwoLevelCoupledCluster.coupledCluster_exact
#print axioms TwoLevelCoupledCluster.energy_catalan
```

```
'TwoLevelCoupledCluster.amplitude_catalan' depends on axioms: [propext, Classical.choice, Quot.sound]
'TwoLevelCoupledCluster.coupledCluster_exact' depends on axioms: [propext, Classical.choice, Quot.sound]
'TwoLevelCoupledCluster.energy_catalan' depends on axioms: [propext, Classical.choice, Quot.sound]
```

## From matrix entries to coefficients

`transformed_eq` computes the four entries of \(e^{-T}He^T\). Its inner step `hexp` proves that the cluster matrix squares to zero and reduces the exponential to \(1+T\). `fin_cases` then separates the entries, and `ring` finishes the algebra. `projection_iff` rearranges the lower left entry into the amplitude equation.

`amplitudeCoeff` is \(a_k\) and `amplitudeSeries` is \(A\). `amplitudeCoeff_parity` reads off the even and odd values from the definition by remainder and quotient.

The sum over odd orders is the work of `amplitudeCoeff_convolution`. Its step `hodd` shows by induction that a sum with vanishing even terms runs over odd terms only. `hcat` supplies the Catalan recursion, and `hsign` combines the two signs.

`amplitudeSeries_solves` starts with `ext k`, which reduces equality of series to equality of coefficients. The case distinctions are those of the list above: order 0, order 1, the higher odd orders, and the positive even orders.

In `amplitude_unique`, `linear_combination ht - hs` produces the factorised equation. `mul_eq_zero` splits it into two cases, and taking the constant coefficient refutes the second. `amplitude_catalan` joins existence to uniqueness, then transfers the known coefficients to any solution by identifying it with `amplitudeSeries`.

For `coupledCluster_exact`, the two vector components are checked separately; only the excited component needs the amplitude equation. `energy_catalan` rewrites the energy as `X * t`. Multiplication by `X` raises each order by one, so the amplitude coefficients at orders \(2n\) and \(2n+1\) become the energy coefficients at orders \(2n+1\) and \(2n+2\).
